# For d bosonic modes, the rotation Casimir Σ_{i<j} (b_i a_j − b_j a_i)² is −l(l + d − 2) on l-quantum states annihilated by Σ a_k²

**Q:** Take two modes, with annihilators a_0, a_1 and creators b_0, b_1. There is one rotation generator, L_01 = b_0 a_1 − b_1 a_0. What is its square?

**A:** Write n_k = b_k a_k and N = n_0 + n_1. Different modes commute, and a_k b_k = b_k a_k + 1. Two of the four products in the square only need reordering:

b_0 a_1 b_0 a_1 = b_0² a_1²

b_1 a_0 b_1 a_0 = b_1² a_0²

In the cross terms an annihilator has to pass its own creator, which leaves an extra piece:

b_0 a_1 b_1 a_0 = n_0 n_1 + n_0

b_1 a_0 b_0 a_1 = n_0 n_1 + n_1

Therefore

L_01² = b_0² a_1² + b_1² a_0² − 2 n_0 n_1 − N

Since b_k² a_k² = n_k² − n_k, this is the same as

L_01² = (b_0² + b_1²)(a_0² + a_1²) − N²

If a_0² + a_1² annihilates a state with N = l, then L_01² acts on it as −l².

**Q:** Angular momentum squared should not be negative.

**A:** L_ij has no factor of i. When b_k is the adjoint of a_k, L_ij is anti-Hermitian, and the observable is J_ij = −i L_ij. If the modes are the Cartesian directions of an isotropic oscillator, J_ij is its angular momentum in units of ħ. The square of J_ij is −L_ij², so J_01² acts on the state above as l². For d modes, take a state with N = l that is annihilated by the sum of all a_k². The result proved below says that the sum of the J_ij² over i < j acts on it as l(l + d − 2), which is l(l + 1) for d = 3.

**Q:** What does the formal version take a and b to be?

**A:** Elements of an arbitrary ring `R`, indexed by `Fin d`, so the modes are numbered from 0 to d − 1.

In Lean 4 with Mathlib:

```lean
import Mathlib

open MvPolynomial (pderiv pderiv_X pderiv_X_self pderiv_X_of_ne)

namespace OscillatorRotationCasimir

noncomputable section

variable {d : ℕ} {R : Type*} [Ring R] {a b : Fin d → R}
```

The physics enters through three assumed relations: annihilators commute, creators commute, and a_i b_j = b_j a_i + δ_ij. They stand for independent bosonic quanta, with the commutator normalised to 1.

```lean
/-- Annihilators `a i` and creators `b i` of `d` independent bosonic modes. -/
structure IndependentModes (a b : Fin d → R) : Prop where
  ann : ∀ i j, a i * a j = a j * a i
  cre : ∀ i j, b i * b j = b j * b i
  ccr : ∀ i j, a i * b j = b j * a i + if i = j then 1 else 0
```

**Q:** I see no Hilbert space and no adjoint.

**A:** Neither is used. The identity is purely algebraic, so it also holds in rings where 2 has no inverse. The price is that norms, positivity and spectra are not addressed.

The other operators are definitions. The total number is N = Σ n_k:

```lean
/-- The total number operator `N = ∑ b_k a_k`. -/
def number (a b : Fin d → R) : R := ∑ k, b k * a k
```

One definition serves for both pair operators, the one that creates pairs and the one that annihilates them. I write B = Σ b_k² for `pair b` and A = Σ a_k² for `pair a`:

```lean
/-- The pair operator `∑ c_k²` of a family `c`. -/
def pair (c : Fin d → R) : R := ∑ k, c k ^ 2
```

The generator is the one you began with, for any two modes:

```lean
/-- The rotation generator `L_ij = b_i a_j - b_j a_i`. -/
def rot (a b : Fin d → R) (i j : Fin d) : R := b i * a j - b j * a i
```

The Casimir, C, counts each plane of rotation once:

```lean
/-- The rotation Casimir, the sum of `L_ij²` over `i < j`. -/
def casimir (a b : Fin d → R) : R :=
  ∑ i, ∑ j, if i < j then rot a b i j ^ 2 else 0
```

**Q:** With d modes, how do you handle the restriction i < j without dividing a double sum by two?

**A:** Split the square into a term and its mirror image:

T_ij = b_i a_j b_i a_j − b_i a_j b_j a_i

L_ij² = T_ij + T_ji

Because T_ii = 0, summing T_ij + T_ji over i < j gives the sum of T_ij over all ordered pairs. The lemma proves this for any F with zero diagonal, by distinguishing i < j, i = j and i > j and exchanging the order of summation in one half.

```lean
/-- If the diagonal terms vanish, summing each term with its mirror image over `i < j`
gives the full double sum. -/
theorem sum_lt_add_swap (F : Fin d → Fin d → R) (hF : ∀ i, F i i = 0) :
    (∑ i, ∑ j, if i < j then F i j + F j i else 0) = ∑ i, ∑ j, F i j := by
  have h1 : ∀ i j, (if i < j then F i j else 0) + (if j < i then F i j else 0) = F i j := by
    intro i j
    rcases lt_trichotomy i j with h | h | h
    · simp [h, lt_asymm h]
    · rw [h]
      simp [hF]
    · simp [h, lt_asymm h]
  have h2 : (∑ i, ∑ j, if j < i then F i j else 0) = ∑ i, ∑ j, if i < j then F j i else 0 :=
    Finset.sum_comm
  calc (∑ i, ∑ j, if i < j then F i j + F j i else 0)
      = (∑ i, ∑ j, if i < j then F i j else 0) + ∑ i, ∑ j, if i < j then F j i else 0 := by
        simp only [← Finset.sum_add_distrib]
        refine Finset.sum_congr rfl fun i _ => Finset.sum_congr rfl fun j _ => ?_
        split_ifs <;> simp
    _ = ∑ i, ∑ j, F i j := by
        rw [← h2]
        simp only [← Finset.sum_add_distrib]
        exact Finset.sum_congr rfl fun i _ => Finset.sum_congr rfl fun j _ => h1 i j
```

**Q:** And then the reordering from the two-mode case?

**A:** Yes. For i ≠ j it gives b_i² a_j² − n_j n_i − n_i. On the diagonal, b_i² a_i² = n_i² − n_i, so a correction of 2 n_i restores T_ii = 0. One formula covers both cases:

T_ij = b_i² a_j² − n_j n_i − n_i + 2 δ_ij n_i

Summed over i and j, the four terms give BA, −N², −dN and +2N:

C = BA − N(N + d − 2)

In the proof, `hX` is the formula for T_ij, `h0` is the passage to ordered pairs, and `s1` to `s4` are the four sums. The tactic `linear_combination` is told which commutation relations to insert and which operators to place on either side of them; `noncomm_ring` then checks the remaining identity without commuting anything.

```lean
/-- The Casimir of the rotations among `d` modes is
`(∑ b_k²)(∑ a_k²) - N (N + d - 2)`. -/
theorem casimir_eq (h : IndependentModes a b) :
    casimir a b = pair b * pair a - number a b * (number a b + d - 2) := by
  -- reorder one ordered-pair term
  have hX : ∀ i j, b i * a j * (b i * a j) - b i * a j * (b j * a i)
      = b i ^ 2 * a j ^ 2 - b j * a j * (b i * a i) - b i * a i
        + if j = i then b i * a i + b i * a i else 0 := by
    intro i j
    have e2 : a j * b j = b j * a j + 1 := by simpa using h.ccr j j
    by_cases hji : j = i
    · subst hji
      rw [if_pos rfl]
      linear_combination (norm := noncomm_ring) b j * e2 * a j
    · have e1 : a j * b i = b i * a j := by simpa [hji] using h.ccr j i
      rw [if_neg hji]
      linear_combination (norm := noncomm_ring)
        b i * e1 * a j - b i * e2 * a i - h.cre i j * a j * a i + b j * e1 * a i
  -- pass from `i < j` to all ordered pairs
  have h0 : casimir a b
      = ∑ i, ∑ j, (b i * a j * (b i * a j) - b i * a j * (b j * a i)) := by
    rw [← sum_lt_add_swap _ (fun i => sub_self _)]
    refine Finset.sum_congr rfl fun i _ => Finset.sum_congr rfl fun j _ => ?_
    split_ifs
    · unfold rot
      noncomm_ring
    · rfl
  have s1 : ∑ i, ∑ j, b i ^ 2 * a j ^ 2 = pair b * pair a := by
    simp only [pair, Finset.sum_mul_sum]
  have s2 : ∑ i, ∑ j, b j * a j * (b i * a i) = number a b * number a b := by
    rw [Finset.sum_comm]
    simp only [number, Finset.sum_mul_sum]
  have s3 : ∑ i, ∑ _j : Fin d, b i * a i = number a b * d := by
    simp only [Finset.sum_const, Finset.card_univ, Fintype.card_fin, number,
      Finset.sum_mul, nsmul_eq_mul]
    exact Finset.sum_congr rfl fun i _ => (Nat.cast_commute d (b i * a i)).eq
  have s4 : (∑ i, ∑ j, if j = i then b i * a i + b i * a i else 0)
      = number a b + number a b := by
    simp [number, Finset.sum_add_distrib]
  rw [h0]
  simp only [hX, Finset.sum_add_distrib, Finset.sum_sub_distrib, s1, s2, s3, s4]
  rw [mul_sub, mul_add, mul_two]
  abel
```

**Q:** Is it still right for a single mode?

**A:** There are no planes, so C = 0, and the formula reads 0 = b_0² a_0² − N(N − 1), the diagonal relation again.

**Q:** Do pairs carry angular momentum?

**A:** The pairs added by B carry none, in the sense that every L_ij commutes with B and A. This depends on the sum over all modes: with two or more modes, a single term b_k² does not in general commute with every L_ij. First move an annihilator through B. Only the matching mode contributes:

a_j B = B a_j + 2 b_j

```lean
/-- Moving an annihilator through the pair creator leaves twice the creator of that mode. -/
theorem ann_mul_pair (h : IndependentModes a b) (j : Fin d) :
    a j * pair b = pair b * a j + (b j + b j) := by
  have t : ∀ k, a j * b k ^ 2 = b k ^ 2 * a j + if j = k then b k + b k else 0 := by
    intro k
    have e := h.ccr j k
    split_ifs at e ⊢ <;>
      linear_combination (norm := noncomm_ring) e * b k + b k * e
  simp only [pair, Finset.mul_sum, Finset.sum_mul, t, Finset.sum_add_distrib]
  simp
```

Then

L_ij B − B L_ij = 2 b_i b_j − 2 b_j b_i = 0

For pair annihilation the corresponding relation is A b_j = b_j A + 2 a_j, called `q` in the proof, and the leftover is 2 a_j a_i − 2 a_i a_j = 0. The facts `cb` and `ca` say that creators commute with B and annihilators with A.

```lean
/-- Every rotation generator commutes with pair creation and with pair annihilation. -/
theorem rot_commute_pair (h : IndependentModes a b) (i j : Fin d) :
    Commute (rot a b i j) (pair b) ∧ Commute (rot a b i j) (pair a) := by
  have cb : ∀ i, b i * pair b = pair b * b i := fun i =>
    (Commute.sum_right _ _ _ fun k _ =>
      Commute.pow_right (show Commute (b i) (b k) from h.cre i k) 2 : Commute (b i) (pair b)).eq
  have ca : ∀ i, a i * pair a = pair a * a i := fun i =>
    (Commute.sum_right _ _ _ fun k _ =>
      Commute.pow_right (show Commute (a i) (a k) from h.ann i k) 2 : Commute (a i) (pair a)).eq
  have q : ∀ j, pair a * b j = b j * pair a + (a j + a j) := by
    intro j
    have t : ∀ k, a k ^ 2 * b j = b j * a k ^ 2 + if k = j then a k + a k else 0 := by
      intro k
      have e := h.ccr k j
      split_ifs at e ⊢ <;>
        linear_combination (norm := noncomm_ring) a k * e + e * a k
    simp only [pair, Finset.mul_sum, Finset.sum_mul, t, Finset.sum_add_distrib]
    simp
  constructor
  · show rot a b i j * pair b = pair b * rot a b i j
    unfold rot
    linear_combination (norm := noncomm_ring) b i * ann_mul_pair h j - b j * ann_mul_pair h i
      + cb i * a j - cb j * a i + h.cre i j + h.cre i j
  · show rot a b i j * pair a = pair a * rot a b i j
    unfold rot
    linear_combination (norm := noncomm_ring) b i * ca j - b j * ca i
      - q i * a j + q j * a i - h.ann i j - h.ann i j
```

B does change the number of quanta. From n_k B = B n_k + 2 b_k², summing over k gives

N B = B N + 2B

```lean
/-- The pair creator raises the total number by two: `N B = B N + 2 B`. -/
theorem number_mul_pair (h : IndependentModes a b) :
    number a b * pair b = pair b * number a b + (pair b + pair b) := by
  have t : ∀ k, b k * a k * pair b = pair b * (b k * a k) + (b k ^ 2 + b k ^ 2) := by
    intro k
    have cb : b k * pair b = pair b * b k :=
      (Commute.sum_right _ _ _ fun m _ =>
        Commute.pow_right (show Commute (b k) (b m) from h.cre k m) 2 : Commute (b k) (pair b)).eq
    linear_combination (norm := noncomm_ring) b k * ann_mul_pair h k + cb * a k
  calc number a b * pair b = ∑ k, b k * a k * pair b := Finset.sum_mul _ _ _
    _ = ∑ k, (pair b * (b k * a k) + (b k ^ 2 + b k ^ 2)) :=
        Finset.sum_congr rfl fun k _ => t k
    _ = _ := by
        rw [Finset.sum_add_distrib, Finset.sum_add_distrib, ← Finset.mul_sum]
        rfl
```

**Q:** So far these are operators. Where are the states?

**A:** They are vectors ψ in any module `M` over the ring. "Level l" means Nψ = lψ with l an integer, and "pair-free" means Aψ = 0. These are the hypotheses `hN` and `hA`. The identity then gives

Cψ = B(Aψ) − N(N + d − 2)ψ = −l(l + d − 2)ψ

The proof follows this line: `e` evaluates the bracket on ψ, `hA` removes the pair term, and `hN` evaluates the remaining N.

```lean
variable {M : Type*} [AddCommGroup M] [Module R M]

/-- A pair-free state of level `l` has rotation Casimir `-l (l + d - 2)`. -/
theorem casimir_pairFree (h : IndependentModes a b) {ψ : M} {l : ℤ}
    (hN : number a b • ψ = l • ψ) (hA : pair a • ψ = 0) :
    casimir a b • ψ = (-(l * (l + d - 2))) • ψ := by
  have e : (number a b + d - 2) • ψ = (l + d - 2 : ℤ) • ψ := by
    simp only [sub_smul, add_smul, hN, Nat.cast_smul_eq_nsmul, two_smul]
  rw [casimir_eq h, sub_smul, mul_smul (pair b) (pair a), hA, smul_zero, zero_sub,
    mul_smul (number a b), e, smul_comm (number a b) (l + d - 2 : ℤ) ψ, hN,
    smul_smul, neg_smul, mul_comm l]
```

**Q:** Most oscillator states are not pair-free.

**A:** Many are reached by adding pairs to one that is. If φ is pair-free of level l, then

N B^k φ = (l + 2k) B^k φ

C B^k φ = −l(l + d − 2) B^k φ

The first equation follows by induction on k, each step using N B = B N + 2B. For the second, C commutes with B because every generator does, so C can be moved past B^k to act on φ.

```lean
/-- Adding `k` pairs to a pair-free state of level `l` gives a vector on which `N` acts as
`l + 2k` and the Casimir still acts as `-l (l + d - 2)`. -/
theorem casimir_pair_tower (h : IndependentModes a b) {φ : M} {l : ℤ}
    (hN : number a b • φ = l • φ) (hA : pair a • φ = 0) (k : ℕ) :
    number a b • (pair b ^ k • φ) = (l + 2 * k) • (pair b ^ k • φ) ∧
    casimir a b • (pair b ^ k • φ) = (-(l * (l + d - 2))) • (pair b ^ k • φ) := by
  constructor
  · induction k with
    | zero => simpa using hN
    | succ k ih =>
      rw [pow_succ', mul_smul, ← mul_smul (number a b), number_mul_pair h, add_smul,
        add_smul, mul_smul (pair b) (number a b), ih, smul_comm (pair b) (l + 2 * k : ℤ)]
      generalize pair b • (pair b ^ k • φ) = y
      push_cast
      module
  · -- the Casimir inherits the symmetry of the generators
    have hc : Commute (casimir a b) (pair b) := by
      refine Commute.sum_left _ _ _ fun i _ => Commute.sum_left _ _ _ fun j _ => ?_
      split_ifs
      · exact (rot_commute_pair h i j).1.pow_left 2
      · exact Commute.zero_left _
    rw [← mul_smul, (hc.pow_right k).eq, mul_smul, casimir_pairFree h hN hA, smul_comm]
```

For one particle in an isotropic harmonic trap, without interactions, this is how a single energy shell comes to hold several angular momenta: in three dimensions, the second excited shell contains both l = 2 states and the l = 0 state made by adding one pair to the ground state.

**Q:** Does the theorem give the full decomposition of a shell?

**A:** No. It evaluates N and C on each tower. It does not count the pair-free states, show that the towers span a shell, or say that B^k φ is nonzero.

**Q:** Then show me that something satisfies all these assumptions.

**A:** Complex polynomials in d variables do. The creator b_i is multiplication by X_i:

```lean
/-- Multiplication by the variable `X i` on complex polynomials. -/
def mulX (i : Fin d) : Module.End ℂ (MvPolynomial (Fin d) ℂ) :=
  LinearMap.mulLeft ℂ (MvPolynomial.X i)
```

The annihilator a_i is the partial derivative along X_i:

```lean
/-- The partial derivative along `X i` on complex polynomials. -/
def derX (i : Fin d) : Module.End ℂ (MvPolynomial (Fin d) ℂ) :=
  (pderiv i).toLinearMap
```

Multiplications commute, and the product rule gives the mixed relation. For the derivatives, the commutator of two derivations is again a derivation; it vanishes on every variable, hence on every polynomial.

```lean
set_option maxHeartbeats 400000 in
/-- Derivatives and multiplications by the variables are independent modes. -/
theorem independentModes_witness : IndependentModes (derX (d := d)) (mulX (d := d)) := by
  have hd : ∀ (k : Fin d) (p : MvPolynomial (Fin d) ℂ),
      derX k p = pderiv (R := ℂ) k p := fun _ _ => rfl
  have hm : ∀ (k : Fin d) (p : MvPolynomial (Fin d) ℂ),
      mulX k p = (MvPolynomial.X k : MvPolynomial (Fin d) ℂ) * p := fun _ _ => rfl
  refine ⟨fun i j => ?_, fun i j => ?_, fun i j => ?_⟩
  · -- the commutator of two partial derivatives kills every variable
    have hz : ⁅(pderiv i : Derivation ℂ (MvPolynomial (Fin d) ℂ) (MvPolynomial (Fin d) ℂ)),
        (pderiv j : Derivation ℂ (MvPolynomial (Fin d) ℂ) (MvPolynomial (Fin d) ℂ))⁆ = 0 := by
      refine MvPolynomial.derivation_ext fun k => ?_
      rw [Derivation.commutator_apply, pderiv_X, pderiv_X]
      simp only [Pi.single_apply]
      split_ifs <;> simp
    refine LinearMap.ext fun p => ?_
    have hp := DFunLike.congr_fun hz p
    simp only [Derivation.commutator_apply, Derivation.coe_zero, Pi.zero_apply] at hp
    rw [Module.End.mul_apply, Module.End.mul_apply, hd, hd, hd, hd]
    exact sub_eq_zero.mp hp
  · refine LinearMap.ext fun p => ?_
    rw [Module.End.mul_apply, Module.End.mul_apply, hm, hm, hm, hm, mul_left_comm]
  · refine LinearMap.ext fun p => ?_
    rw [LinearMap.add_apply, Module.End.mul_apply, Module.End.mul_apply, hd, hm, hm, hd]
    split_ifs with hij
    · rw [hij]
      simp [Derivation.leibniz]
    · simp [Derivation.leibniz, pderiv_X_of_ne (Ne.symm hij)]
```

In this model A is the Laplacian, N multiplies a homogeneous polynomial by its degree, and a pair-free state is a harmonic polynomial. The simplest one above the constants is X_i. Its second derivatives vanish, and only the term k = i of N contributes, returning X_i itself.

```lean
/-- The polynomial `X_i` is a pair-free state of level one. -/
theorem pairFree_witness (i : Fin d) :
    pair (derX (d := d)) • (MvPolynomial.X i : MvPolynomial (Fin d) ℂ) = 0 ∧
    number (derX (d := d)) (mulX (d := d)) • (MvPolynomial.X i : MvPolynomial (Fin d) ℂ)
      = (1 : ℤ) • (MvPolynomial.X i : MvPolynomial (Fin d) ℂ) := by
  have hd : ∀ (k : Fin d) (p : MvPolynomial (Fin d) ℂ),
      derX k • p = pderiv (R := ℂ) k p := fun _ _ => rfl
  have hm : ∀ (k : Fin d) (p : MvPolynomial (Fin d) ℂ),
      mulX k • p = (MvPolynomial.X k : MvPolynomial (Fin d) ℂ) * p := fun _ _ => rfl
  constructor
  · rw [pair, Finset.sum_smul]
    refine Finset.sum_eq_zero fun k _ => ?_
    rw [sq, mul_smul, hd, hd, pderiv_X, Pi.single_apply]
    split_ifs <;> simp
  · rw [number, Finset.sum_smul, one_smul, Finset.sum_eq_single i]
    · rw [mul_smul, hd, hm, pderiv_X_self, mul_one]
    · intro k _ hk
      rw [mul_smul, hd, hm, pderiv_X_of_ne hk.symm, mul_zero]
    · simp

end

end OscillatorRotationCasimir
```

So X_i has level 1, and the Casimir theorem assigns it −(d − 1). In three dimensions that is −2, or l(l + 1) = 2 for the observable, as a p-type function should have.

```lean
#print axioms OscillatorRotationCasimir.casimir_pairFree
-- 'OscillatorRotationCasimir.casimir_pairFree' depends on axioms: [propext, Classical.choice, Quot.sound]
#print axioms OscillatorRotationCasimir.casimir_pair_tower
-- 'OscillatorRotationCasimir.casimir_pair_tower' depends on axioms: [propext, Classical.choice, Quot.sound]
```
